# Degenerate eigenstates with disjoint supports do not fix an inverse participation ratio

Suppose that a particle on a lattice has two eigenstates at exactly the same energy, with no site in common. Diagonalisation may return these two states or superpositions of them. The inverse participation ratio (IPR), often used to judge how localised an eigenstate is, depends on which are returned.

Let $u,v$ be the two normalised states, with IPRs $a=\sum_i|u_i|^4$ and $b=\sum_i|v_i|^4$. Rotating one into the other gives every IPR from $ab/(a+b)$ to $\max(a,b)$. For non-interacting electrons on finitely many sites, an IPR quoted for one eigenvector of such a level therefore reflects a choice of basis.

## States on a finite set of sites

The type `ι` labels the sites, and a state is a function `ι → ℂ`. `weight` is the squared norm, and `ipr` is the plain fourth-power sum, without division by the squared weight. Despite its name, `mix` is a coherent superposition $\alpha u+\beta v$, not a mixed state; `rotated` takes $\alpha=\cos s$, $\beta=\sin s$ for a real angle $s$.

In Lean 4 with Mathlib:

```lean
import Mathlib

open Matrix

namespace DegenerateParticipationRatio

noncomputable section

variable {ι : Type*} [Fintype ι] {u v : ι → ℂ}

/-- Total weight of a state: the sum over sites of the squared moduli. -/
def weight (ψ : ι → ℂ) : ℝ := ∑ i, ‖ψ i‖ ^ 2

/-- Inverse participation ratio: the sum over sites of the fourth powers of the moduli. -/
def ipr (ψ : ι → ℂ) : ℝ := ∑ i, ‖ψ i‖ ^ 4

/-- Two states have disjoint supports: at every site at least one of them vanishes. -/
def DisjointSupport (u v : ι → ℂ) : Prop := ∀ i, u i = 0 ∨ v i = 0

/-- The superposition of `u` and `v` with complex amplitudes `α` and `β`. -/
def mix (α β : ℂ) (u v : ι → ℂ) : ι → ℂ := α • u + β • v

/-- The rotated state `cos(s) u + sin(s) v`. -/
def rotated (u v : ι → ℂ) (s : ℝ) : ι → ℂ :=
  mix ((Real.cos s : ℝ) : ℂ) ((Real.sin s : ℝ) : ℂ) u v
```

## Disjoint supports remove interference

`DisjointSupport u v` says that the two states share no site. At each site one term of $\alpha u_i+\beta v_i$ vanishes, so for every $p\ge1$

$$|\alpha u_i+\beta v_i|^p=|\alpha|^p|u_i|^p+|\beta|^p|v_i|^p .$$

Summing over sites with $p=4$ gives the IPR $a|\alpha|^4+b|\beta|^4$. `norm_mix_pow` splits into the two cases at a site, and `ipr_mix` does the sum.

Orthogonality is not enough. For $u=(1,1)/\sqrt2$ and $v=(1,-1)/\sqrt2$, $a=b=1/2$, yet $s=\pi/4$ gives $(1,0)$, with IPR $1$ instead of $1/4$.

```lean
omit [Fintype ι] in
/-- For disjoint supports, no interference term appears in any positive power of the
local modulus of a superposition. -/
theorem norm_mix_pow (h : DisjointSupport u v) (α β : ℂ) (p : ℕ) (hp : p ≠ 0) (i : ι) :
    ‖mix α β u v i‖ ^ p = ‖α‖ ^ p * ‖u i‖ ^ p + ‖β‖ ^ p * ‖v i‖ ^ p := by
  rcases h i with h0 | h0 <;> simp [mix, h0, hp, mul_pow]

/-- For disjoint supports, the inverse participation ratios of the two states add with
the fourth powers of the moduli of the amplitudes. -/
theorem ipr_mix (h : DisjointSupport u v) (α β : ℂ) :
    ipr (mix α β u v) = ‖α‖ ^ 4 * ipr u + ‖β‖ ^ 4 * ipr v := by
  simp only [ipr, norm_mix_pow h α β 4 (by norm_num), Finset.sum_add_distrib, Finset.mul_sum]
```

## Unit weight makes both ratios positive

Each state describes one particle, so its weight is 1. Some amplitude is then nonzero, hence $a,b>0$, and division by $a+b$ is safe. `ipr_pos` finds that site by contradiction: if $u$ vanished at every site, its weight would be 0, not 1.

```lean
/-- A normalized state has a positive inverse participation ratio. -/
theorem ipr_pos (hu : weight u = 1) : 0 < ipr u := by
  have hex : ∃ i, u i ≠ 0 := by
    by_contra hc
    have h0 : ∀ i, u i = 0 := fun i => by_contra fun hi => hc ⟨i, hi⟩
    simp [weight, h0] at hu
  obtain ⟨i, hi⟩ := hex
  unfold ipr
  exact Finset.sum_pos' (fun j _ => by positivity)
    ⟨i, Finset.mem_univ i, pow_pos (norm_pos_iff.mpr hi) 4⟩
```

## Normalised amplitudes complete the square

The condition $|\alpha|^2+|\beta|^2=1$ keeps the superposition at unit weight. Write $x=|\alpha|^2$ and $y=|\beta|^2$. Since $x^2+y^2-1=-2xy$,

$$(a+b)(ax^2+by^2)-ab=a^2x^2+b^2y^2+ab(x^2+y^2-1)=(ax-by)^2 .$$

Dividing by $a+b$ gives `ipr_mix_excess`, where `linear_combination` supplies the multiple of the constraint. The excess vanishes exactly when $ax=by$, which is `ipr_mix_eq_min_iff`. Without the constraint, $\alpha=\beta=0$ gives IPR $0$, below the claimed minimum.

For real rotations, `ipr_rotated` gives $a\cos^4s+b\sin^4s$, using disjointness alone.

```lean
/-- For normalized states with disjoint supports and normalized complex amplitudes, the
inverse participation ratio exceeds `ab/(a+b)` by an explicit square over `a+b`, where `a`
and `b` are the ratios of the two states. -/
theorem ipr_mix_excess (h : DisjointSupport u v) (hu : weight u = 1) (hv : weight v = 1)
    {α β : ℂ} (hαβ : ‖α‖ ^ 2 + ‖β‖ ^ 2 = 1) :
    ipr (mix α β u v) - ipr u * ipr v / (ipr u + ipr v)
      = (ipr u * ‖α‖ ^ 2 - ipr v * ‖β‖ ^ 2) ^ 2 / (ipr u + ipr v) := by
  have hne : ipr u + ipr v ≠ 0 := (add_pos (ipr_pos hu) (ipr_pos hv)).ne'
  rw [ipr_mix h, eq_div_iff hne, sub_mul, div_mul_cancel₀ _ hne]
  linear_combination ipr u * ipr v * (‖α‖ ^ 2 + ‖β‖ ^ 2 + 1) * hαβ

/-- For normalized states with disjoint supports and normalized complex amplitudes, the inverse
participation ratio of the superposition equals `ab/(a+b)` exactly when `a|α|² = b|β|²`, where `a`
and `b` are the ratios of the two states. -/
theorem ipr_mix_eq_min_iff (h : DisjointSupport u v) (hu : weight u = 1) (hv : weight v = 1)
    {α β : ℂ} (hαβ : ‖α‖ ^ 2 + ‖β‖ ^ 2 = 1) :
    ipr (mix α β u v) = ipr u * ipr v / (ipr u + ipr v)
      ↔ ipr u * ‖α‖ ^ 2 = ipr v * ‖β‖ ^ 2 := by
  have hne : ipr u + ipr v ≠ 0 := (add_pos (ipr_pos hu) (ipr_pos hv)).ne'
  rw [← sub_eq_zero (a := ipr (mix α β u v)), ipr_mix_excess h hu hv hαβ, div_eq_zero_iff,
    or_iff_left hne, pow_eq_zero_iff two_ne_zero, sub_eq_zero]

/-- For disjoint supports, the state `cos(s) u + sin(s) v` has inverse participation ratio
`a cos⁴ s + b sin⁴ s`, where `a` and `b` are the ratios of `u` and `v`. -/
theorem ipr_rotated (h : DisjointSupport u v) (s : ℝ) :
    ipr (rotated u v s) = ipr u * Real.cos s ^ 4 + ipr v * Real.sin s ^ 4 := by
  have h4 : ∀ x : ℝ, ‖(x : ℂ)‖ ^ 4 = x ^ 4 := fun x => by
    rw [Complex.norm_real, Real.norm_eq_abs, Even.pow_abs (by decide)]
  rw [rotated, ipr_mix h, h4, h4]
  ring
```

## A shared eigenvalue makes every rotation an eigenstate

The hypotheses `hHu` and `hHv` state $Hu=Eu$ and $Hv=Ev$. By linearity,

$$H(\cos s\,u+\sin s\,v)=E(\cos s\,u+\sin s\,v),$$

and the weight is $\cos^2s+\sin^2s=1$. With two different eigenvalues, a rotation containing both states would not be an eigenstate, though the IPR formulas would survive. $H$ need not be Hermitian, nor $E$ real; the physical case is included.

`IsLeast` means that $ab/(a+b)$ is a lower bound and is attained. The proof attains it at $\cos^2s=b/(a+b)$, through `Real.arccos`, and takes the bound from the nonnegative excess. Strictness follows from $ab<a(a+b)$ and $ab<b(a+b)$.

For the full interval, let $M=\max(a,b)$. Then

$$a\cos^4s+b\sin^4s\le M(1-2\cos^2s\sin^2s)\le M,$$

with equality at $s=0$ or $s=\pi/2$. Continuity and the intermediate value theorem fill the gap. `range_ipr_rotated` needs no Hamiltonian, so its proof borrows the minimum by taking $H=0$.

The theorems do not say which of these vectors an eigensolver returns.

```lean
/-- Let `u` and `v` be normalized eigenstates of `H` at the same `E`, with disjoint supports. Every
rotated state is again a normalized eigenstate at `E`, and the least inverse participation ratio
among them is `ab/(a+b)`, strictly below both `a` and `b`, where `a` and `b` are the ratios of `u`
and `v`. -/
theorem ipr_ill_defined_in_level (H : Matrix ι ι ℂ) (E : ℂ)
    (hHu : H *ᵥ u = E • u) (hHv : H *ᵥ v = E • v)
    (h : DisjointSupport u v) (hu : weight u = 1) (hv : weight v = 1) :
    (∀ s, H *ᵥ rotated u v s = E • rotated u v s ∧ weight (rotated u v s) = 1) ∧
    IsLeast (Set.range fun s => ipr (rotated u v s)) (ipr u * ipr v / (ipr u + ipr v)) ∧
    ipr u * ipr v / (ipr u + ipr v) < min (ipr u) (ipr v) := by
  have ha := ipr_pos hu
  have hb := ipr_pos hv
  have hab := add_pos ha hb
  have h2 : ∀ x : ℝ, ‖(x : ℂ)‖ ^ 2 = x ^ 2 := fun x => by
    rw [Complex.norm_real, Real.norm_eq_abs, sq_abs]
  have hn : ∀ s : ℝ, ‖((Real.cos s : ℝ) : ℂ)‖ ^ 2 + ‖((Real.sin s : ℝ) : ℂ)‖ ^ 2 = 1 :=
    fun s => by rw [h2, h2]; exact Real.cos_sq_add_sin_sq s
  refine ⟨fun s => ⟨?_, ?_⟩, ⟨?_, ?_⟩, ?_⟩
  · unfold rotated mix
    rw [Matrix.mulVec_add, Matrix.mulVec_smul, Matrix.mulVec_smul, hHu, hHv]
    module
  · have hw : weight (rotated u v s) = ‖((Real.cos s : ℝ) : ℂ)‖ ^ 2 * weight u
        + ‖((Real.sin s : ℝ) : ℂ)‖ ^ 2 * weight v := by
      simp only [weight, rotated, norm_mix_pow h _ _ 2 two_ne_zero,
        Finset.sum_add_distrib, Finset.mul_sum]
    rw [hw, hu, hv, mul_one, mul_one, hn]
  · -- the optimal angle has cos² s = b / (a + b)
    obtain ⟨x, hx⟩ : ∃ x, x = ipr v / (ipr u + ipr v) := ⟨_, rfl⟩
    have hx0 : 0 ≤ x := by rw [hx]; exact (div_pos hb hab).le
    have hx1 : x ≤ 1 := by rw [hx, div_le_one hab]; linarith
    have hxm : x * (ipr u + ipr v) = ipr v := by rw [hx, div_mul_cancel₀ _ hab.ne']
    have hc : Real.cos (Real.arccos (Real.sqrt x)) ^ 2 = x := by
      rw [Real.cos_arccos (by linarith [Real.sqrt_nonneg x])
        (Real.sqrt_le_iff.mpr ⟨zero_le_one, by simpa using hx1⟩), Real.sq_sqrt hx0]
    refine ⟨Real.arccos (Real.sqrt x), (ipr_mix_eq_min_iff h hu hv (hn _)).mpr ?_⟩
    rw [h2, h2, Real.sin_sq, hc]
    linear_combination hxm
  · rintro _ ⟨s, rfl⟩
    have he := ipr_mix_excess h hu hv (hn s)
    have hpos := div_nonneg (sq_nonneg (ipr u * ‖((Real.cos s : ℝ) : ℂ)‖ ^ 2
      - ipr v * ‖((Real.sin s : ℝ) : ℂ)‖ ^ 2)) hab.le
    change _ ≤ ipr (mix _ _ u v)
    linarith
  · rw [lt_min_iff, div_lt_iff₀ hab, div_lt_iff₀ hab]
    constructor <;> nlinarith [mul_pos ha ha, mul_pos hb hb]

/-- For normalized states with disjoint supports, the inverse participation ratios of the rotated
states fill the whole interval from `ab/(a+b)` to the larger of `a` and `b`, where `a` and `b` are
the ratios of `u` and `v`. -/
theorem range_ipr_rotated (h : DisjointSupport u v) (hu : weight u = 1) (hv : weight v = 1) :
    (Set.range fun s => ipr (rotated u v s))
      = Set.Icc (ipr u * ipr v / (ipr u + ipr v)) (max (ipr u) (ipr v)) := by
  -- the zero matrix makes any two states degenerate
  have hleast := (ipr_ill_defined_in_level (0 : Matrix ι ι ℂ) 0 (by simp) (by simp) h hu hv).2.1
  apply Set.Subset.antisymm
  · rintro _ ⟨s, rfl⟩
    refine ⟨hleast.2 ⟨s, rfl⟩, ?_⟩
    change ipr (rotated u v s) ≤ _
    rw [ipr_rotated h]
    have hM : 0 ≤ max (ipr u) (ipr v) := (ipr_pos hu).le.trans (le_max_left _ _)
    have e : Real.cos s ^ 4 + Real.sin s ^ 4 = 1 - 2 * (Real.cos s * Real.sin s) ^ 2 := by
      linear_combination (Real.sin s ^ 2 + Real.cos s ^ 2 + 1) * Real.sin_sq_add_cos_sq s
    calc ipr u * Real.cos s ^ 4 + ipr v * Real.sin s ^ 4
        ≤ max (ipr u) (ipr v) * Real.cos s ^ 4 + max (ipr u) (ipr v) * Real.sin s ^ 4 :=
          add_le_add (mul_le_mul_of_nonneg_right (le_max_left _ _) (by positivity))
            (mul_le_mul_of_nonneg_right (le_max_right _ _) (by positivity))
      _ = max (ipr u) (ipr v) * (1 - 2 * (Real.cos s * Real.sin s) ^ 2) := by
          rw [← e]; ring
      _ ≤ max (ipr u) (ipr v) := by
          nlinarith [mul_nonneg hM (sq_nonneg (Real.cos s * Real.sin s))]
  · intro y hy
    have hcont : Continuous fun s => ipr (rotated u v s) := by
      rw [funext (ipr_rotated h)]
      fun_prop
    have htop : ∃ s, max (ipr u) (ipr v) ≤ ipr (rotated u v s) := by
      rcases le_total (ipr u) (ipr v) with h' | h'
      · exact ⟨Real.pi / 2, by rw [ipr_rotated h, max_eq_right h']; simp⟩
      · exact ⟨0, by rw [ipr_rotated h, max_eq_left h']; simp⟩
    obtain ⟨s₀, hs₀⟩ := hleast.1
    obtain ⟨s₁, hs₁⟩ := htop
    exact mem_range_of_exists_le_of_exists_ge hcont ⟨s₀, hs₀.le.trans hy.1⟩ ⟨s₁, hy.2.trans hs₁⟩
```

## A dimer and a lone site

Let sites 1 and 2 have on-site energy 0 and be coupled by a matrix element $+1$, and let site 3 have on-site energy 1 and no coupling to the others. With this sign the symmetric dimer state lies at $+1$, not at the lower energy usual for a bonding state. It is degenerate with site 3, and $a=1/2$, $b=1$.

The minimum is $(1/2)/(3/2)=1/3$, at $\cos^2s=2/3$. With $\cos s$ and $\sin s$ both positive, the state there is $(1,1,1)/\sqrt3$, whose IPR is indeed $3\cdot\frac19=\frac13$. The same level thus contains a state on one site and a state spread evenly over all three. The last theorem checks the eigenvalue equations, supports, weights and two IPRs by components.

```lean
/-- Three sites: unit hopping between the first two, and on-site energy one on the third. -/
def dimerSite : Matrix (Fin 3) (Fin 3) ℂ := !![0, 1, 0; 1, 0, 0; 0, 0, 1]

/-- The state with equal amplitudes `√(1/2)` on the first two sites. -/
def bond : Fin 3 → ℂ := ![((Real.sqrt (1 / 2) : ℝ) : ℂ), ((Real.sqrt (1 / 2) : ℝ) : ℂ), 0]

/-- The state on the third site alone. -/
def site : Fin 3 → ℂ := ![0, 0, 1]

/-- The bond and site states are normalized eigenstates of the three-site Hamiltonian at
energy one, with disjoint supports and inverse participation ratios `1/2` and `1`. -/
theorem ipr_ill_defined_in_level_witness :
    dimerSite *ᵥ bond = (1 : ℂ) • bond ∧ dimerSite *ᵥ site = (1 : ℂ) • site ∧
    DisjointSupport bond site ∧ weight bond = 1 ∧ weight site = 1 ∧
    ipr bond = 1 / 2 ∧ ipr site = 1 := by
  have h2 : ‖((Real.sqrt (1 / 2) : ℝ) : ℂ)‖ ^ 2 = 1 / 2 := by
    rw [Complex.norm_real, Real.norm_eq_abs, sq_abs, Real.sq_sqrt (by norm_num)]
  unfold bond site dimerSite
  generalize ((Real.sqrt (1 / 2) : ℝ) : ℂ) = c at h2 ⊢
  have h4 : ‖c‖ ^ 4 = 1 / 4 := by
    linear_combination (‖c‖ ^ 2 + 1 / 2) * h2
  refine ⟨?_, ?_, ?_, ?_, ?_, ?_, ?_⟩
  · ext i
    fin_cases i <;> simp [Matrix.mulVec, dotProduct, Fin.sum_univ_three]
  · ext i
    fin_cases i <;> simp [Matrix.mulVec, dotProduct, Fin.sum_univ_three]
  · intro i
    fin_cases i <;> simp
  · simp [weight, Fin.sum_univ_three]
    linarith
  · simp [weight, Fin.sum_univ_three]
  · simp [ipr, Fin.sum_univ_three]
    linarith
  · simp [ipr, Fin.sum_univ_three]

end

end DegenerateParticipationRatio
```

```lean
#print axioms DegenerateParticipationRatio.ipr_ill_defined_in_level
#print axioms DegenerateParticipationRatio.range_ipr_rotated
```

```
'DegenerateParticipationRatio.ipr_ill_defined_in_level' depends on axioms: [propext, Classical.choice, Quot.sound]
'DegenerateParticipationRatio.range_ipr_rotated' depends on axioms: [propext, Classical.choice, Quot.sound]
```
